# At fixed conductance, the zero-temperature shot noise of n non-interacting channels fills a closed interval

## Transmissions, conductance and noise

A molecular junction carries current through $n\ge 1$ channels, numbered $i=0,\dots,n-1$. Channel $i$ transmits an electron with probability $t_i\in[0,1]$; textbooks often write $T_i$ and keep $t$ for the amplitude. For spin-degenerate channels the conductance, in units of $G_0=2e^2/h$, is
$$G=\sum_i t_i .$$
At zero temperature and bias $V$, the one-sided noise power at zero frequency is $2e|V|G_0\,S$, with the reduced noise
$$S=\sum_i t_i(1-t_i).$$
Fully closed and fully open channels are silent. These formulas hold for non-interacting electrons whose transmissions are constant over the bias window.

If $G$ is measured, what can $S$ be? Write $\{a\}=a-\lfloor a\rfloor$ for the fractional part and $m(a)=\{a\}(1-\{a\})$.

## The allowed pairs of conductance and noise

The main theorem, `shotNoise_range`, says that a pair $(G,S)$ occurs in some junction with $n\ge1$ channels exactly when
$$0\le G\le n,\qquad m(G)\le S\le G\left(1-\frac Gn\right).$$
The upper bound is reached exactly when all $t_i$ are equal, the lower one exactly when at most one channel is partially open. For $n\ge2$ and $0<G<n$, two junctions share $G$ but differ in $S$. With $n=2$ and $G=1$, transmissions $(1,0)$ give $S=0$, while $(\tfrac12,\tfrac12)$ give $S=\tfrac12$.

In Lean a junction is a function `t : Fin n → ℝ`, and `IsTransmission t` puts its values in $[0,1]$. The sums $G$ and $S$ are `conductance t` and `shotNoise t`, and $m$ is `minNoise`. The hypothesis `0 < n` supplies at least one channel.

The conductance and noise formulas enter as definitions. Their derivation from scattering theory is not formalised here; interactions, thermal noise and energy-dependent transmission are left out. Within this non-interacting model, a measured pair outside the region for a given $n$ rules out a description by $n$ channels.

## The lower bound, one channel at a time

Add a channel of transmission $t$ to a conductance $a$, and let $y=\{a\}$. If $y+t<1$, then $\{a+t\}=y+t$ and
$$m(a+t)=(y+t)(1-y-t)=m(a)+t(1-t)-2yt .$$
If $y+t\ge1$, then $\{a+t\}=y+t-1$ and
$$m(a+t)=(y+t-1)(2-y-t)=m(a)+t(1-t)-2(1-y)(1-t).$$
Either way $m(a+t)\le m(a)+t(1-t)$. Starting from $m(0)=0$ and adding all channels gives $m(G)\le S$.

Suppose channels $i\ne j$ are both partially open. If $t_i+t_j\le1$, then $m(t_i+t_j)$ falls short of their joint noise by $2t_it_j>0$; otherwise it does so by $2(1-t_i)(1-t_j)>0$. Adding the remaining channels preserves the strict inequality. Conversely, if every channel except $k$ has transmission 0 or 1, then $S=t_k(1-t_k)$ and $G$ is an integer plus $t_k$, so $m(G)=S$.

## The upper bound as a variance

With mean transmission $\mu=G/n$,
$$\sum_i(t_i-\mu)^2=\sum_i t_i^2-2\mu G+n\mu^2=\sum_i t_i^2-\frac{G^2}{n}.$$
Since $S=G-\sum_i t_i^2$,
$$S=G\left(1-\frac Gn\right)-\sum_i(t_i-\mu)^2 .$$
The last sum is non-negative and vanishes exactly when all $t_i$ equal $\mu$.

## Every value in between

Summing $0\le t_i\le1$ gives $0\le G\le n$. For any such $G$, fill the channels in order: $t_i=\max(0,\min(1,G-i))$. The first $r$ channels sum to $\min(G,r)$, so all $n$ sum to $G$. At most one is partially open, so $S=m(G)$.

Now move to the uniform junction along $(1-s)t_i+sG/n$, $0\le s\le1$. Transmissions stay in $[0,1]$, $G$ stays fixed, and $S$ varies continuously from the lower bound to the upper. By the intermediate value theorem it takes every value between them.

If $n\ge2$ and $0<G<n$, the uniform junction has at least two partially open channels, so its noise lies strictly above the minimum.

## The Lean file

```lean
import Mathlib

open Finset

namespace JunctionShotNoise

noncomputable section

variable {n : ℕ}

/-- The transmissions of all channels lie between 0 and 1. -/
def IsTransmission (t : Fin n → ℝ) : Prop := ∀ i, 0 ≤ t i ∧ t i ≤ 1

/-- Conductance of the junction in units of the conductance quantum: the sum of transmissions. -/
def conductance (t : Fin n → ℝ) : ℝ := ∑ i, t i

/-- Zero-temperature shot noise in reduced units: the sum of `t (1 - t)` over the channels. -/
def shotNoise (t : Fin n → ℝ) : ℝ := ∑ i, t i * (1 - t i)

/-- The function `x (1 - x)` of the fractional part `x` of the conductance `G`. -/
def minNoise (G : ℝ) : ℝ := Int.fract G * (1 - Int.fract G)

/-- For a conductance between 0 and 1, `minNoise` is the noise of a single channel. -/
theorem minNoise_of_le_one {x : ℝ} (h0 : 0 ≤ x) (h1 : x ≤ 1) :
    minNoise x = x * (1 - x) := by
  rcases h1.lt_or_eq with h | h
  · rw [minNoise, Int.fract_eq_self.2 ⟨h0, h⟩]
  · subst h
    simp [minNoise]

/-- Adding a channel of transmission `t` in [0,1] raises `minNoise` by at most the noise
`t (1 - t)` of that channel. -/
theorem minNoise_add_le (a : ℝ) {t : ℝ} (h0 : 0 ≤ t) (h1 : t ≤ 1) :
    minNoise (a + t) ≤ minNoise a + t * (1 - t) := by
  have hx0 := Int.fract_nonneg a
  have hx1 := Int.fract_lt_one a
  have ha := Int.floor_add_fract a
  -- either the fractional part stays below one, or it wraps around once
  rcases lt_or_ge (Int.fract a + t) 1 with h | h
  · have e : Int.fract (a + t) = Int.fract a + t :=
      Int.fract_eq_iff.2 ⟨by linarith, h, ⌊a⌋, by linarith⟩
    rw [minNoise, minNoise, e]
    nlinarith [mul_nonneg hx0 h0]
  · have e : Int.fract (a + t) = Int.fract a + t - 1 :=
      Int.fract_eq_iff.2 ⟨by linarith, by linarith, ⌊a⌋ + 1, by push_cast; linarith⟩
    rw [minNoise, minNoise, e]
    nlinarith [mul_nonneg (sub_nonneg.2 hx1.le) (sub_nonneg.2 h1)]

/-- Adding any set of channels with transmissions in [0,1] raises `minNoise` by at most
their total noise. -/
theorem minNoise_add_sum_le {t : Fin n → ℝ} (ht : IsTransmission t)
    (s : Finset (Fin n)) (a : ℝ) :
    minNoise (a + ∑ i ∈ s, t i) ≤ minNoise a + ∑ i ∈ s, t i * (1 - t i) := by
  induction s using Finset.induction_on with
  | empty => simp
  | insert i s hi ih =>
    rw [sum_insert hi, sum_insert hi]
    have h := minNoise_add_le (a + ∑ i ∈ s, t i) (ht i).1 (ht i).2
    have e : a + (t i + ∑ i ∈ s, t i) = a + ∑ i ∈ s, t i + t i := by ring
    rw [e]
    linarith

/-- The shot noise is `G (1 - G/n)` minus the summed squared deviations of the transmissions
from their mean `G/n`, for at least one channel. -/
theorem shotNoise_eq_sub_deviation (hn : 0 < n) (t : Fin n → ℝ) :
    shotNoise t = conductance t * (1 - conductance t / n)
      - ∑ i, (t i - conductance t / n) ^ 2 := by
  have hn' : (n : ℝ) ≠ 0 := by positivity
  have e : ∀ m : ℝ, shotNoise t + ∑ i, (t i - m) ^ 2
      = (1 - 2 * m) * conductance t + n * m ^ 2 := by
    intro m
    have hm : (n : ℝ) * m ^ 2 = ∑ _i : Fin n, m ^ 2 := by simp
    rw [hm, shotNoise, conductance, mul_sum, ← sum_add_distrib, ← sum_add_distrib]
    exact sum_congr rfl fun i _ => by ring
  have h2 : (n : ℝ) * (conductance t / n) ^ 2 = conductance t * (conductance t / n) := by
    field_simp
  linear_combination e (conductance t / n) + h2

/-- Conductance bounds the shot noise of a junction with at least one channel and transmissions
in [0,1]: from below by `x (1 - x)`, `x` the fractional part of `G`, from above by
`G (1 - G/n)`. -/
theorem shotNoise_bounds (hn : 0 < n) {t : Fin n → ℝ} (ht : IsTransmission t) :
    minNoise (conductance t) ≤ shotNoise t ∧
      shotNoise t ≤ conductance t * (1 - conductance t / n) := by
  constructor
  · have h := minNoise_add_sum_le ht univ 0
    have h0 : minNoise 0 = 0 := by simp [minNoise]
    rw [zero_add, h0, zero_add] at h
    exact h
  · have h : 0 ≤ ∑ i, (t i - conductance t / n) ^ 2 := sum_nonneg fun i _ => sq_nonneg _
    linarith [shotNoise_eq_sub_deviation hn t]

/-- With at least one channel, the noise equals the upper bound `G (1 - G/n)` exactly when all
transmissions are equal. -/
theorem shotNoise_eq_max_iff (hn : 0 < n) (t : Fin n → ℝ) :
    shotNoise t = conductance t * (1 - conductance t / n) ↔ ∀ i j, t i = t j := by
  have hn' : (n : ℝ) ≠ 0 := by positivity
  have hv := shotNoise_eq_sub_deviation hn t
  constructor
  · intro h
    have hz : ∑ i, (t i - conductance t / n) ^ 2 = 0 := by linarith
    have hall := (sum_eq_zero_iff_of_nonneg fun i _ => sq_nonneg _).1 hz
    have hm : ∀ i, t i = conductance t / n := fun i =>
      sub_eq_zero.1 (pow_eq_zero_iff two_ne_zero |>.1 (hall i (mem_univ i)))
    intro i j
    rw [hm i, hm j]
  · intro h
    have hm : ∀ i, t i - conductance t / n = 0 := by
      intro i
      have hc : conductance t = n * t i := by
        rw [conductance, sum_congr rfl fun j _ => h j i]
        simp
      rw [hc]
      field_simp
      simp
    have hz : ∑ i, (t i - conductance t / n) ^ 2 = 0 :=
      sum_eq_zero fun i _ => by rw [hm i]; norm_num
    linarith

/-- With at least one channel and transmissions in [0,1], the noise equals the lower bound
exactly when all channels but at most one are fully closed or fully open. -/
theorem shotNoise_eq_min_iff (hn : 0 < n) {t : Fin n → ℝ} (ht : IsTransmission t) :
    shotNoise t = minNoise (conductance t) ↔ ∃ k, ∀ i, i ≠ k → t i = 0 ∨ t i = 1 := by
  constructor
  · intro h
    by_contra hc
    have key : ∀ k, ∃ i, i ≠ k ∧ t i ≠ 0 ∧ t i ≠ 1 := by
      intro k
      by_contra hk
      refine hc ⟨k, fun i hi => ?_⟩
      by_contra h'
      exact hk ⟨i, hi, fun h0 => h' (Or.inl h0), fun h1 => h' (Or.inr h1)⟩
    -- two partially open channels i and j make the bound strict
    obtain ⟨i, -, hi0, hi1⟩ := key ⟨0, hn⟩
    obtain ⟨j, hji, hj0, hj1⟩ := key i
    have pi := lt_of_le_of_ne (ht i).1 (Ne.symm hi0)
    have pj := lt_of_le_of_ne (ht j).1 (Ne.symm hj0)
    have qi := lt_of_le_of_ne (ht i).2 hi1
    have qj := lt_of_le_of_ne (ht j).2 hj1
    have hs : minNoise (t i + t j) < t i * (1 - t i) + t j * (1 - t j) := by
      rcases le_total (t i + t j) 1 with h1 | h1
      · rw [minNoise_of_le_one (by linarith) h1]
        nlinarith [mul_pos pi pj]
      · have e : Int.fract (t i + t j) = t i + t j - 1 :=
          Int.fract_eq_iff.2 ⟨by linarith, by linarith, 1, by push_cast; ring⟩
        rw [minNoise, e]
        nlinarith [mul_pos (sub_pos.2 qi) (sub_pos.2 qj)]
    have hr := minNoise_add_sum_le ht ((univ.erase i).erase j) (t i + t j)
    have hsplit : ∀ f : Fin n → ℝ,
        ∑ l, f l = f i + f j + ∑ l ∈ (univ.erase i).erase j, f l := by
      intro f
      have h1 := add_sum_erase univ f (mem_univ i)
      have h2 := add_sum_erase (univ.erase i) f (mem_erase.2 ⟨hji, mem_univ j⟩)
      linarith
    have e1 : conductance t = t i + t j + ∑ l ∈ (univ.erase i).erase j, t l := hsplit t
    have e2 : shotNoise t = t i * (1 - t i) + t j * (1 - t j)
        + ∑ l ∈ (univ.erase i).erase j, t l * (1 - t l) := hsplit fun l => t l * (1 - t l)
    rw [e1, e2] at h
    linarith
  · rintro ⟨k, hk⟩
    have hS : shotNoise t = t k * (1 - t k) :=
      sum_eq_single k (fun i _ hi => by rcases hk i hi with h | h <;> simp [h]) (by simp)
    -- the other channels contribute an integer conductance
    have hz : ∑ i ∈ univ.erase k, t i = ((∑ i ∈ univ.erase k, ⌊t i⌋ : ℤ) : ℝ) := by
      rw [Int.cast_sum]
      refine sum_congr rfl fun i hi => ?_
      rcases hk i (ne_of_mem_erase hi) with h | h <;> simp [h]
    rw [hS, conductance, ← add_sum_erase univ t (mem_univ k), hz, minNoise,
      Int.fract_add_intCast, ← minNoise, minNoise_of_le_one (ht k).1 (ht k).2]

/-- Every conductance `G` between 0 and `n`, with `n` at least 1, is realised by transmissions
in [0,1] whose noise is the lower bound. -/
theorem minNoise_attained (hn : 0 < n) {G : ℝ} (h0 : 0 ≤ G) (h1 : G ≤ n) :
    ∃ t : Fin n → ℝ, IsTransmission t ∧ conductance t = G ∧ shotNoise t = minNoise G := by
  -- fill the channels one after another
  let f : ℕ → ℝ := fun i => max 0 (min 1 (G - i))
  have hone : ∀ i : ℕ, (i : ℝ) + 1 ≤ G → f i = 1 := by
    intro i hi
    change max 0 (min 1 (G - (i : ℝ))) = 1
    rw [min_eq_left (by linarith : (1 : ℝ) ≤ G - i), max_eq_right (zero_le_one' ℝ)]
  have hzero : ∀ i : ℕ, G ≤ i → f i = 0 := fun i hi =>
    max_eq_left ((min_le_right _ _).trans (by linarith))
  have hsum : ∀ m : ℕ, ∑ i ∈ range m, f i = min G m := by
    intro m
    induction m with
    | zero => simp [h0]
    | succ k ih =>
      rw [sum_range_succ, ih]
      push_cast
      rcases le_total G k with h | h
      · rw [hzero k h, min_eq_left h, min_eq_left (by linarith : G ≤ (k : ℝ) + 1), add_zero]
      · rcases le_total G ((k : ℝ) + 1) with h' | h'
        · have hf : f k = G - k := by
            change max 0 (min 1 (G - (k : ℝ))) = G - k
            rw [min_eq_right (by linarith : G - (k : ℝ) ≤ 1),
              max_eq_right (by linarith : 0 ≤ G - (k : ℝ))]
          rw [hf, min_eq_right h, min_eq_left h']
          ring
        · rw [hone k h', min_eq_right h, min_eq_right h']
  have ht : IsTransmission fun i : Fin n => f i := fun i =>
    ⟨le_max_left _ _, max_le zero_le_one (min_le_left _ _)⟩
  have hG : conductance (fun i : Fin n => f i) = G :=
    (Fin.sum_univ_eq_sum_range f n).trans ((hsum n).trans (min_eq_left h1))
  refine ⟨fun i => f i, ht, hG, ?_⟩
  have hmin := (shotNoise_eq_min_iff hn ht).2 (by
    rcases h1.lt_or_eq with h | h
    · refine ⟨⟨⌊G⌋₊, (Nat.floor_lt h0).2 h⟩, fun i hi => ?_⟩
      have hne : (i : ℕ) ≠ ⌊G⌋₊ := fun h => hi (Fin.ext h)
      rcases lt_or_gt_of_ne hne with hl | hl
      · have hc : ((i : ℕ) : ℝ) + 1 ≤ (⌊G⌋₊ : ℝ) := by exact_mod_cast hl
        exact Or.inr (hone i (hc.trans (Nat.floor_le h0)))
      · have hc : (⌊G⌋₊ : ℝ) + 1 ≤ ((i : ℕ) : ℝ) := by exact_mod_cast hl
        exact Or.inl (hzero i ((Nat.lt_floor_add_one G).le.trans hc))
    · refine ⟨⟨0, hn⟩, fun i _ => Or.inr (hone i ?_)⟩
      rw [h]
      exact_mod_cast i.isLt)
  rwa [hG] at hmin

/-- A conductance `G` and a noise `S` occur together in some junction with `n ≥ 1` channels and
transmissions in [0,1] exactly when `0 ≤ G ≤ n` and `S` lies between the two bounds. -/
theorem shotNoise_range (hn : 0 < n) (G S : ℝ) :
    (∃ t : Fin n → ℝ, IsTransmission t ∧ conductance t = G ∧ shotNoise t = S) ↔
      (0 ≤ G ∧ G ≤ n) ∧ minNoise G ≤ S ∧ S ≤ G * (1 - G / n) := by
  have hn' : (0 : ℝ) < n := by exact_mod_cast hn
  constructor
  · rintro ⟨t, ht, rfl, rfl⟩
    refine ⟨⟨sum_nonneg fun i _ => (ht i).1, ?_⟩, shotNoise_bounds hn ht⟩
    calc conductance t ≤ ∑ _i : Fin n, (1 : ℝ) := sum_le_sum fun i _ => (ht i).2
      _ = n := by simp
  · rintro ⟨⟨h0, h1⟩, hl, hu⟩
    obtain ⟨t, ht, hG, hS⟩ := minNoise_attained hn h0 h1
    have hc : conductance (fun _ : Fin n => G / n) = G := by
      simp only [conductance, sum_const, card_univ, Fintype.card_fin, nsmul_eq_mul]
      field_simp
    have hm := (shotNoise_eq_max_iff hn fun _ : Fin n => G / n).2 fun _ _ => rfl
    rw [hc] at hm
    -- move from the minimal junction to the uniform one at fixed conductance
    let p : ℝ → Fin n → ℝ := fun s i => (1 - s) * t i + s * (G / n)
    have hp0 : shotNoise (p 0) = minNoise G := by
      rw [← hS]
      congr 1
      funext i
      simp [p]
    have hp1 : shotNoise (p 1) = G * (1 - G / n) := by
      rw [← hm]
      congr 1
      funext i
      simp [p]
    have hcont : Continuous fun s => shotNoise (p s) := by
      simp only [shotNoise, p]
      fun_prop
    obtain ⟨s, ⟨hs0, hs1⟩, hs⟩ := intermediate_value_Icc (zero_le_one' ℝ) hcont.continuousOn
      (show S ∈ Set.Icc (shotNoise (p 0)) (shotNoise (p 1)) from
        ⟨hp0.le.trans hl, hu.trans hp1.ge⟩)
    have g0 : 0 ≤ G / n := div_nonneg h0 hn'.le
    have g1 : G / n ≤ 1 := (div_le_one hn').2 h1
    refine ⟨p s, fun i => ⟨?_, ?_⟩, ?_, hs⟩
    · exact add_nonneg (mul_nonneg (sub_nonneg.2 hs1) (ht i).1) (mul_nonneg hs0 g0)
    · change (1 - s) * t i + s * (G / n) ≤ 1
      nlinarith [mul_nonneg (sub_nonneg.2 hs1) (sub_nonneg.2 (ht i).2),
        mul_nonneg hs0 (sub_nonneg.2 g1)]
    · change ∑ i, ((1 - s) * t i + s * (G / n)) = G
      rw [sum_add_distrib, ← mul_sum, ← mul_sum]
      change (1 - s) * conductance t + s * conductance (fun _ : Fin n => G / n) = G
      rw [hG, hc]
      ring

/-- Conductance does not determine shot noise: for at least two channels and `0 < G < n`, two
junctions with transmissions in [0,1] share the conductance `G` but differ in noise. -/
theorem conductance_not_determines_noise (hn : 2 ≤ n) {G : ℝ} (h0 : 0 < G) (h1 : G < n) :
    ∃ t u : Fin n → ℝ, IsTransmission t ∧ IsTransmission u ∧
      conductance t = G ∧ conductance u = G ∧ shotNoise t < shotNoise u := by
  have hpos : 0 < n := by omega
  have hn' : (0 : ℝ) < n := by exact_mod_cast hpos
  obtain ⟨t, ht, hG, hS⟩ := minNoise_attained hpos h0.le h1.le
  have g0 : 0 < G / n := div_pos h0 hn'
  have g1 : G / n < 1 := (div_lt_one hn').2 h1
  have hu : IsTransmission fun _ : Fin n => G / n := fun _ => ⟨g0.le, g1.le⟩
  have hc : conductance (fun _ : Fin n => G / n) = G := by
    simp only [conductance, sum_const, card_univ, Fintype.card_fin, nsmul_eq_mul]
    field_simp
  refine ⟨t, fun _ => G / n, ht, hu, hG, hc, ?_⟩
  have hle := (shotNoise_bounds hpos hu).1
  rw [hc] at hle
  rw [hS]
  refine lt_of_le_of_ne hle fun h => ?_
  -- the uniform junction has two partially open channels, so it is not minimal
  obtain ⟨k, hk⟩ := (shotNoise_eq_min_iff hpos hu).1 (by rw [hc]; exact h.symm)
  have : Nontrivial (Fin n) := Fin.nontrivial_iff_two_le.2 hn
  obtain ⟨i, hi⟩ := exists_ne k
  rcases hk i hi with h | h
  · exact g0.ne' h
  · exact g1.ne h

end

end JunctionShotNoise
```

```lean
#print axioms JunctionShotNoise.shotNoise_range
-- 'JunctionShotNoise.shotNoise_range' depends on axioms: [propext, Classical.choice, Quot.sound]
#print axioms JunctionShotNoise.conductance_not_determines_noise
-- 'JunctionShotNoise.conductance_not_determines_noise' depends on axioms: [propext, Classical.choice, Quot.sound]
```

## From the single channel to the full region

`minNoise_add_le` is the one-channel step; `nlinarith` receives the non-negative product, $yt$ or $(1-y)(1-t)$, that settles each case. `minNoise_add_sum_le` extends it by induction to any set of channels and any starting conductance. `shotNoise_bounds` starts from 0, whereas `shotNoise_eq_min_iff` starts from $t_i+t_j$, with the two partially open channels split off the sums.

`shotNoise_eq_sub_deviation` is the variance identity, from which `shotNoise_eq_max_iff` follows. `minNoise_attained` fills the channels, and `shotNoise_range` applies `intermediate_value_Icc` to the path `p`. `conductance_not_determines_noise` compares the filled junction with the uniform one.

## Fractional parts through `Int.fract_eq_iff`

The fractional part jumps at integers, which makes direct algebra awkward. `Int.fract_eq_iff` replaces it by a certificate: $\{a\}=b$ holds exactly when $0\le b<1$ and $a-b$ is an integer. In `minNoise_add_le` the integer is `⌊a⌋` without a wrap and `⌊a⌋ + 1` with one. Only polynomial inequalities then remain.

## Starting from a transmission matrix

A junction could also be modelled by a matrix $\tau$ of amplitudes between $n$ incoming and $n$ outgoing modes, with $G=\operatorname{Tr}\tau^\dagger\tau$ and $S=\operatorname{Tr}[\tau^\dagger\tau(1-\tau^\dagger\tau)]$. The $t_i$ would be the eigenvalues of $\tau^\dagger\tau$, which lie in $[0,1]$ because $\tau$ is a block of a unitary scattering matrix. The spectral theorem would reduce the problem to the one treated here. The bounds would be the same, and equality in the upper one would mean that $\tau^\dagger\tau$ is a multiple of the identity.
